# Bond correlations of three spins 1/2: one quadratic bound and two bounds on their sum

To ask which values the three correlations $\langle\mathbf S_a\cdot\mathbf S_b\rangle$ of a spin-1/2 trimer can take together, one first fixes what a state is: here it is a pure state, given by its eight complex amplitudes $\psi_{ijk}$. The indices $i,j,k$ belong to spins 1, 2, 3, with 0 for up and 1 for down, and $\hbar=1$. Write

$$x=\langle\mathbf S_1\cdot\mathbf S_2\rangle,\quad y=\langle\mathbf S_2\cdot\mathbf S_3\rangle,\quad z=\langle\mathbf S_1\cdot\mathbf S_3\rangle .$$

These letters label bonds, not spin components, and no product of mean spins is subtracted. Every normalized state obeys

$$x^2+y^2+z^2-xy-yz-zx\le\frac{(3-4(x+y+z))^2}{64},\qquad -\tfrac34\le x+y+z\le\tfrac34 ,$$

and every real triple that satisfies these conditions occurs. A singlet on spins 1 and 2 times any normalized third spinor gives equality in the quadratic bound.

For an isolated Heisenberg trimer the energy is a linear function of $x,y,z$, so its ground-state energy is the minimum of that function over this region.

## Singlet weights from the squared sides of a triangle

Let $P_{ab}$ swap spins $a$ and $b$. The operator $\mathbf S_a\cdot\mathbf S_b$ is $1/4$ on triplets, where $P_{ab}=1$, and $-3/4$ on the singlet, where $P_{ab}=-1$. Hence $\mathbf S_a\cdot\mathbf S_b=\tfrac12P_{ab}-\tfrac14$.

Define three two-component amplitudes, taking the bonds cyclically:

$$u_k=\psi_{01k}-\psi_{10k},\quad v_i=\psi_{i01}-\psi_{i10},\quad w_j=\psi_{1j0}-\psi_{0j1}.$$

For a normalized state,

$$2-2\langle P_{12}\rangle=\sum_{ijk}|\psi_{ijk}-\psi_{jik}|^2=2|u|^2 ,$$

so $x=\tfrac14-X$ with $X=\tfrac12|u|^2$, the probability of a singlet on that bond. Likewise $y=\tfrac14-Y$ and $z=\tfrac14-Z$, with $Y=\tfrac12|v|^2$ and $Z=\tfrac12|w|^2$.

Adding components gives $u+v+w=0$. From $w=-(u+v)$ it follows that $Z-X-Y=\mathrm{Re}\,\langle u,v\rangle$, and Cauchy-Schwarz gives

$$(Z-X-Y)^2\le4XY .$$

This is Heron's condition: a triangle with these squared sides, up to a factor, has nonnegative squared area. Put $T=X+Y+Z=\tfrac34-(x+y+z)$ and $Q=X^2+Y^2+Z^2-XY-YZ-ZX$. Then

$$4Q-T^2=3\left[(Z-X-Y)^2-4XY\right]\le0 .$$

Since $Q$ depends only on differences, it is the same expression in $x,y,z$, and $Q\le T^2/4$ is the quadratic bound.

Nonnegative weights give $T\ge0$, hence $x+y+z\le\tfrac34$. For the lower bound, group the amplitudes with one flipped spin and those with two:

$$T=\tfrac32\sum_{\text{one or two down}}|\psi_{ijk}|^2-\tfrac12|\psi_{100}+\psi_{010}+\psi_{001}|^2-\tfrac12|\psi_{011}+\psi_{101}+\psi_{110}|^2\le\tfrac32 .$$

## A state for every allowed triple

Conversely, start from allowed $x,y,z$ and set $X=\tfrac14-x$, $Y=\tfrac14-y$, $Z=\tfrac14-z$. Heron's condition reads $(Y-Z)^2+X^2-2X(Y+Z)\le0$. If $X<0$, then $T\ge0$ gives $Y+Z\ge-X>0$, and the left side is positive, a contradiction. So $X\ge0$, and similarly $Y\ge0$.

Now choose real $a,b,c$ with $a^2=2X$, $ab=Z-X-Y$ and $b^2+c^2=2Y$. For $X>0$, take $a=\sqrt{2X}$ and $b=(Z-X-Y)/a$; Heron's condition says $b^2\le2Y$, which leaves room for $c$. For $X=0$ it forces $Z=Y$, and $a=b=0$, $c=\sqrt{2Y}$ will do.

With $s=b+ic$, set

$$\psi_{001}=\frac{a+2s}{3},\quad\psi_{010}=\frac{a-s}{3},\quad\psi_{100}=\frac{-2a-s}{3}.$$

Their differences are $u_0=a$, $v_0=s$ and $w_0=-(a+s)$, which give the required weights. Their total probability is $2T/3\le1$. An all-up amplitude $d$ with $d^2=1-2T/3$ completes the norm without changing any difference.

For the singlet on spins 1 and 2 with third spinor $\chi$, $u=\sqrt2\,\chi$ and $v=w=-\chi/\sqrt2$. Thus $X=1$, $Y=Z=\tfrac14$, and $(x,y,z)=(-\tfrac34,0,0)$. Both sides of the quadratic bound equal $9/16$.

## Spin operators on an array of amplitudes

In Lean 4 with Mathlib:

```lean
import Mathlib

open Complex ComplexConjugate

namespace TrimerCorrelations

noncomputable section
```

The type `State` holds any array of amplitudes; normalization is a separate condition.

```lean
/-- Amplitudes of three spins 1/2; index 0 is spin up and index 1 is spin down. -/
abbrev State := Fin 2 → Fin 2 → Fin 2 → ℂ
```

The three matrices are half the Pauli matrices.

```lean
/-- The x component of a spin 1/2. -/
def sx : Matrix (Fin 2) (Fin 2) ℂ := !![0, 1 / 2; 1 / 2, 0]

/-- The y component of a spin 1/2. -/
def sy : Matrix (Fin 2) (Fin 2) ℂ := !![0, -I / 2; I / 2, 0]

/-- The z component of a spin 1/2. -/
def sz : Matrix (Fin 2) (Fin 2) ℂ := !![1 / 2, 0; 0, -1 / 2]
```

Each site map contracts a matrix with one index and leaves the other two alone.

```lean
/-- A one-spin operator acting on spin 1. -/
def site1 (A : Matrix (Fin 2) (Fin 2) ℂ) (ψ : State) : State :=
  fun i j k => ∑ l, A i l * ψ l j k

/-- A one-spin operator acting on spin 2. -/
def site2 (A : Matrix (Fin 2) (Fin 2) ℂ) (ψ : State) : State :=
  fun i j k => ∑ l, A j l * ψ i l k

/-- A one-spin operator acting on spin 3. -/
def site3 (A : Matrix (Fin 2) (Fin 2) ℂ) (ψ : State) : State :=
  fun i j k => ∑ l, A k l * ψ i j l
```

The scalar product takes two site maps as arguments. The theorems use it only for different sites.

```lean
/-- The scalar product of the spins at sites `a` and `b`, applied to a state. -/
def spinDot (a b : Matrix (Fin 2) (Fin 2) ℂ → State → State) (ψ : State) : State :=
  a sx (b sx ψ) + a sy (b sy ψ) + a sz (b sz ψ)
```

The expectation value is a complex number. Its reality for normalized states is proved below.

```lean
/-- The inner product of `ψ` with the scalar product of two spins applied to `ψ`; for normalized `ψ`
and two different sites this is the expectation value. -/
def correlation (a b : Matrix (Fin 2) (Fin 2) ℂ → State → State) (ψ : State) : ℂ :=
  ∑ i, ∑ j, ∑ k, conj (ψ i j k) * spinDot a b ψ i j k
```

Here `normSq` is the squared modulus.

```lean
/-- The total probability is one. -/
def Normalized (ψ : State) : Prop := ∑ i, ∑ j, ∑ k, normSq (ψ i j k) = 1
```

The next definitions are $u$, $v$, $w$ and the weight. The order 3, 1 in `amp31` fixes the sign that closes the triangle; the weight does not depend on it.

```lean
/-- Antisymmetric amplitude of spins 1 and 2, as a spinor of spin 3. -/
def amp12 (ψ : State) (k : Fin 2) : ℂ := ψ 0 1 k - ψ 1 0 k

/-- Antisymmetric amplitude of spins 2 and 3, as a spinor of spin 1. -/
def amp23 (ψ : State) (i : Fin 2) : ℂ := ψ i 0 1 - ψ i 1 0

/-- Antisymmetric amplitude of spins 3 and 1, as a spinor of spin 2. -/
def amp31 (ψ : State) (j : Fin 2) : ℂ := ψ 1 j 0 - ψ 0 j 1

/-- Half the squared length of a bond amplitude. -/
def weight (u : Fin 2 → ℂ) : ℝ := (normSq (u 0) + normSq (u 1)) / 2
```

## From exchange to the bounds

The exchange identity is checked entry by entry: `fin_cases` runs through the eight index values for each bond, and `I_sq` supplies $i^2=-1$.

```lean
/-- Exchange identity: the scalar product of two spins 1/2 is half their swap minus 1/4. -/
theorem spinDot_eq_exchange (ψ : State) :
    spinDot site1 site2 ψ = (fun i j k => ψ j i k / 2 - ψ i j k / 4) ∧
    spinDot site2 site3 ψ = (fun i j k => ψ i k j / 2 - ψ i j k / 4) ∧
    spinDot site1 site3 ψ = (fun i j k => ψ k j i / 2 - ψ i j k / 4) := by
  refine ⟨?_, ?_, ?_⟩ <;> funext i j k <;>
    fin_cases i <;> fin_cases j <;> fin_cases k <;>
    simp [spinDot, site1, site2, site3, sx, sy, sz, Fin.sum_univ_two] <;>
    ring_nf <;> simp only [I_sq] <;> ring
```

Next, real and imaginary parts are compared separately. The imaginary part cancels, and a quarter of the normalization equation supplies the constant $1/4$.

```lean
/-- In a normalized state each correlation is real and equals 1/4 minus the weight of
the antisymmetric amplitude of that bond. -/
theorem correlation_eq_weight (ψ : State) (hψ : Normalized ψ) :
    correlation site1 site2 ψ = ((1 / 4 - weight (amp12 ψ) : ℝ) : ℂ) ∧
    correlation site2 site3 ψ = ((1 / 4 - weight (amp23 ψ) : ℝ) : ℂ) ∧
    correlation site1 site3 ψ = ((1 / 4 - weight (amp31 ψ) : ℝ) : ℂ) := by
  obtain ⟨e12, e23, e13⟩ := spinDot_eq_exchange ψ
  simp only [Normalized, Fin.sum_univ_two, normSq_apply] at hψ
  refine ⟨Complex.ext ?_ ?_, Complex.ext ?_ ?_, Complex.ext ?_ ?_⟩ <;>
    simp only [correlation, e12, e23, e13, Fin.sum_univ_two, weight, amp12, amp23, amp31,
      normSq_apply, add_re, add_im, sub_re, sub_im, mul_re, mul_im, conj_re, conj_im,
      div_ofNat_re, div_ofNat_im, ofReal_re, ofReal_im]
  · linear_combination hψ / 4
  · ring
  · linear_combination hψ / 4
  · ring
  · linear_combination hψ / 4
  · ring
```

In `weight_heron`, `h0` and `h1` are the two components of $w=-(u+v)$. Cauchy-Schwarz appears as Lagrange's identity for two real vectors of length four, with six squared minors. No normalization is needed.

```lean
/-- The three bond amplitudes close to a triangle, so their weights obey Heron's condition. -/
theorem weight_heron (ψ : State) :
    (weight (amp31 ψ) - weight (amp12 ψ) - weight (amp23 ψ)) ^ 2
      ≤ 4 * weight (amp12 ψ) * weight (amp23 ψ) := by
  have h0 : amp31 ψ 0 = -(amp12 ψ 0 + amp23 ψ 0) := by
    simp only [amp12, amp23, amp31]; ring
  have h1 : amp31 ψ 1 = -(amp12 ψ 1 + amp23 ψ 1) := by
    simp only [amp12, amp23, amp31]; ring
  simp only [weight, h0, h1, normSq_apply, neg_re, neg_im, add_re, add_im]
  generalize amp12 ψ 0 = p
  generalize amp12 ψ 1 = q
  generalize amp23 ψ 0 = r
  generalize amp23 ψ 1 = s
  -- Lagrange's identity: the difference is the sum of the squared 2x2 minors
  linarith [sq_nonneg (p.re * r.im - p.im * r.re), sq_nonneg (p.re * s.re - q.re * r.re),
    sq_nonneg (p.re * s.im - q.im * r.re), sq_nonneg (p.im * s.re - q.re * r.im),
    sq_nonneg (p.im * s.im - q.im * r.im), sq_nonneg (q.re * s.im - q.im * s.re)]
```

The hypotheses `hx`, `hy`, `hz` say that the complex expectation values equal the real numbers $x,y,z$. After these are replaced by weights, Heron's condition is the claim up to a positive factor.

```lean
/-- The correlations x, y, z of a normalized state of three spins 1/2 obey
x² + y² + z² - xy - yz - zx ≤ (3 - 4(x + y + z))² / 64. -/
theorem trimer_bound (ψ : State) (hψ : Normalized ψ) (x y z : ℝ)
    (hx : correlation site1 site2 ψ = x) (hy : correlation site2 site3 ψ = y)
    (hz : correlation site1 site3 ψ = z) :
    x ^ 2 + y ^ 2 + z ^ 2 - x * y - y * z - z * x ≤ (3 - 4 * (x + y + z)) ^ 2 / 64 := by
  obtain ⟨h1, h2, h3⟩ := correlation_eq_weight ψ hψ
  rw [ofReal_injective (hx.symm.trans h1), ofReal_injective (hy.symm.trans h2),
    ofReal_injective (hz.symm.trans h3)]
  linarith [weight_heron ψ]
```

The bounds on the sum use nonnegative weights on one side. On the other they use the squared moduli of the two symmetric sums, together with those of the all-up and all-down amplitudes.

```lean
/-- In a normalized state the sum of the three correlations lies between -3/4 and 3/4. -/
theorem total_bounds (ψ : State) (hψ : Normalized ψ) (x y z : ℝ)
    (hx : correlation site1 site2 ψ = x) (hy : correlation site2 site3 ψ = y)
    (hz : correlation site1 site3 ψ = z) : -3 / 4 ≤ x + y + z ∧ x + y + z ≤ 3 / 4 := by
  obtain ⟨h1, h2, h3⟩ := correlation_eq_weight ψ hψ
  rw [ofReal_injective (hx.symm.trans h1), ofReal_injective (hy.symm.trans h2),
    ofReal_injective (hz.symm.trans h3)]
  have pos : ∀ u, 0 ≤ weight u := fun u =>
    div_nonneg (add_nonneg (normSq_nonneg _) (normSq_nonneg _)) (by norm_num)
  refine ⟨?_, by linarith [pos (amp12 ψ), pos (amp23 ψ), pos (amp31 ψ)]⟩
  -- the deficit is carried by the fully symmetric combinations
  have a := normSq_nonneg (ψ 1 0 0 + ψ 0 1 0 + ψ 0 0 1)
  have b := normSq_nonneg (ψ 0 1 1 + ψ 1 0 1 + ψ 1 1 0)
  have c := normSq_nonneg (ψ 0 0 0)
  have d := normSq_nonneg (ψ 1 1 1)
  simp only [Normalized, Fin.sum_univ_two, normSq_apply] at hψ
  simp only [normSq_apply, add_re, add_im] at a b c d
  simp only [weight, amp12, amp23, amp31, normSq_apply, sub_re, sub_im]
  linarith
```

## Building the state from its triangle

This lemma makes the choice of $a,b,c$, with the case $X=0$ treated first.

```lean
/-- Nonnegative X, Y and a real Z that obey Heron's condition are half the squared sides of a plane
triangle with side vectors (a, 0) and (b, c) laid head to tail. -/
theorem exists_triangle (X Y Z : ℝ) (hX : 0 ≤ X) (hY : 0 ≤ Y)
    (h : (Z - X - Y) ^ 2 ≤ 4 * X * Y) :
    ∃ a b c : ℝ, a ^ 2 = 2 * X ∧ a * b = Z - X - Y ∧ b ^ 2 + c ^ 2 = 2 * Y := by
  rcases hX.eq_or_lt with h0 | h0
  · subst h0
    have e : Z - 0 - Y = 0 := by
      have : (Z - 0 - Y) ^ 2 = 0 := le_antisymm (by linarith) (sq_nonneg _)
      exact (pow_eq_zero_iff two_ne_zero).1 this
    refine ⟨0, 0, √(2 * Y), by ring, by rw [e]; ring, ?_⟩
    rw [Real.sq_sqrt (by positivity)]
    ring
  · have ht : √(2 * X) ^ 2 = 2 * X := Real.sq_sqrt (by positivity)
    have hp : 0 < √(2 * X) := Real.sqrt_pos.2 (by positivity)
    have hb : ((Z - X - Y) / √(2 * X)) ^ 2 ≤ 2 * Y := by
      rw [div_pow, ht, div_le_iff₀ (by positivity)]
      linarith
    refine ⟨√(2 * X), (Z - X - Y) / √(2 * X), √(2 * Y - ((Z - X - Y) / √(2 * X)) ^ 2),
      ht, mul_div_cancel₀ _ hp.ne', ?_⟩
    rw [Real.sq_sqrt (by linarith)]
    ring
```

The state lists the amplitudes above as real and imaginary parts.

```lean
/-- A state with all-up amplitude `d` and one-flip amplitudes whose differences are the sides of the
triangle formed by laying (a, 0) and (b, c) head to tail. -/
def triangleState (a b c d : ℝ) : State :=
  ![![![⟨d, 0⟩, ⟨(a + 2 * b) / 3, 2 * c / 3⟩], ![⟨(a - b) / 3, -c / 3⟩, 0]],
    ![![⟨(-2 * a - b) / 3, -c / 3⟩, 0], ![0, 0]]]
```

The equivalence combines both directions. In the converse, `key` is the sign argument for $X$ and $Y$, `hN` checks the norm, and `w1`, `w2`, `w3` evaluate the three weights.

```lean
/-- Allowed correlations of a trimer: real x, y, z are the correlations of some normalized
state of three spins 1/2 exactly when they obey the quadratic bound and their sum lies
between -3/4 and 3/4. -/
theorem allowed_iff (x y z : ℝ) :
    (∃ ψ, Normalized ψ ∧ correlation site1 site2 ψ = x ∧
      correlation site2 site3 ψ = y ∧ correlation site1 site3 ψ = z) ↔
    x ^ 2 + y ^ 2 + z ^ 2 - x * y - y * z - z * x ≤ (3 - 4 * (x + y + z)) ^ 2 / 64 ∧
      -3 / 4 ≤ x + y + z ∧ x + y + z ≤ 3 / 4 := by
  constructor
  · rintro ⟨ψ, hψ, hx, hy, hz⟩
    exact ⟨trimer_bound ψ hψ x y z hx hy hz, total_bounds ψ hψ x y z hx hy hz⟩
  · rintro ⟨h, hlo, hhi⟩
    -- Heron's condition and a nonnegative sum make each weight nonnegative
    have key : ∀ X Y Z : ℝ, 0 ≤ X + Y + Z → (Z - X - Y) ^ 2 ≤ 4 * X * Y → 0 ≤ X := by
      intro X Y Z hS hH
      by_contra hn
      have hn' : X < 0 := not_le.1 hn
      have h1 := mul_nonneg hS (neg_nonneg.2 hn'.le)
      have h2 := mul_pos_of_neg_of_neg hn' hn'
      linarith [sq_nonneg (Z - X - Y), sq_nonneg (Y - X - Z)]
    obtain ⟨a, b, c, ha, hab, hbc⟩ := exists_triangle (1 / 4 - x) (1 / 4 - y) (1 / 4 - z)
      (key _ (1 / 4 - y) (1 / 4 - z) (by linarith) (by linarith))
      (key _ (1 / 4 - x) (1 / 4 - z) (by linarith) (by linarith)) (by linarith)
    -- the all-up amplitude completes the norm
    obtain ⟨d, hd⟩ : ∃ d : ℝ, d ^ 2 = 1 - 2 / 3 * (3 / 4 - (x + y + z)) :=
      ⟨_, Real.sq_sqrt (by linarith)⟩
    have hN : Normalized (triangleState a b c d) := by
      have e : ∑ i, ∑ j, ∑ k, normSq (triangleState a b c d i j k)
          = d ^ 2 + 2 / 3 * (a ^ 2 + a * b + (b ^ 2 + c ^ 2)) := by
        simp [triangleState, Fin.sum_univ_two, normSq_apply]
        ring
      rw [Normalized, e, hd, ha, hab, hbc]
      ring
    have w1 : weight (amp12 (triangleState a b c d)) = a ^ 2 / 2 := by
      simp [weight, amp12, triangleState, normSq_apply]
      ring
    have w2 : weight (amp23 (triangleState a b c d)) = (b ^ 2 + c ^ 2) / 2 := by
      simp [weight, amp23, triangleState, normSq_apply]
      ring
    have w3 : weight (amp31 (triangleState a b c d))
        = (a ^ 2 + 2 * (a * b) + (b ^ 2 + c ^ 2)) / 2 := by
      simp [weight, amp31, triangleState, normSq_apply]
      ring
    obtain ⟨h1, h2, h3⟩ := correlation_eq_weight _ hN
    refine ⟨_, hN, h1.trans (congrArg _ ?_), h2.trans (congrArg _ ?_),
      h3.trans (congrArg _ ?_)⟩
    · rw [w1, ha]; ring
    · rw [w2, hbc]; ring
    · rw [w3, ha, hab, hbc]; ring
```

The existential statement ranges over pure states. A trimer at finite temperature or inside a larger cluster is generally in a mixed state, and the step to such states needs a further argument, by averaging over pure states and using the convexity of the region.

## The singlet on the boundary

```lean
/-- A singlet on spins 1 and 2 times the spinor `χ` on spin 3. -/
def singletState (χ : Fin 2 → ℂ) : State :=
  fun i j k => !![0, ((√(1 / 2) : ℝ) : ℂ); -((√(1 / 2) : ℝ) : ℂ), 0] i j * χ k
```

The condition `hχ` normalizes the third spinor, which is otherwise arbitrary. The proof computes the norm and the weights $1,\tfrac14,\tfrac14$, then reads off the correlations. The theorem places the singlet on spins 1 and 2; relabelling the spins gives the other two bonds.

```lean
/-- For every normalized third spinor, the singlet on spins 1 and 2 gives a normalized state
with correlations -3/4, 0, 0, and the quadratic bound holds with equality. -/
theorem singlet_saturates (χ : Fin 2 → ℂ) (hχ : normSq (χ 0) + normSq (χ 1) = 1) :
    Normalized (singletState χ) ∧ ∃ x y z : ℝ, (x = -3 / 4 ∧ y = 0 ∧ z = 0) ∧
      correlation site1 site2 (singletState χ) = x ∧
      correlation site2 site3 (singletState χ) = y ∧
      correlation site1 site3 (singletState χ) = z ∧
      x ^ 2 + y ^ 2 + z ^ 2 - x * y - y * z - z * x = (3 - 4 * (x + y + z)) ^ 2 / 64 := by
  have hs : √(1 / 2 : ℝ) ^ 2 = 1 / 2 := Real.sq_sqrt (by norm_num)
  unfold singletState
  generalize √(1 / 2 : ℝ) = s at hs ⊢
  set ψ : State := fun i j k => !![0, (s : ℂ); -(s : ℂ), 0] i j * χ k with hψ
  have hN : Normalized ψ := by
    have e : ∑ i, ∑ j, ∑ k, normSq (ψ i j k)
        = 2 * s ^ 2 * (normSq (χ 0) + normSq (χ 1)) := by
      simp [hψ, Fin.sum_univ_two, normSq_apply]
      ring
    rw [Normalized, e, hs, hχ]
    norm_num
  have w1 : weight (amp12 ψ) = 2 * s ^ 2 * (normSq (χ 0) + normSq (χ 1)) := by
    simp [hψ, weight, amp12, normSq_apply]
    ring
  have w2 : weight (amp23 ψ) = s ^ 2 * (normSq (χ 0) + normSq (χ 1)) / 2 := by
    simp [hψ, weight, amp23, normSq_apply]
    ring
  have w3 : weight (amp31 ψ) = s ^ 2 * (normSq (χ 0) + normSq (χ 1)) / 2 := by
    simp [hψ, weight, amp31, normSq_apply]
    ring
  obtain ⟨h1, h2, h3⟩ := correlation_eq_weight ψ hN
  refine ⟨hN, -3 / 4, 0, 0, ⟨rfl, rfl, rfl⟩, h1.trans (congrArg _ ?_),
    h2.trans (congrArg _ ?_), h3.trans (congrArg _ ?_), by norm_num⟩
  · rw [w1, hs, hχ]; norm_num
  · rw [w2, hs, hχ]; norm_num
  · rw [w3, hs, hχ]; norm_num

end

end TrimerCorrelations
```

```lean
#print axioms TrimerCorrelations.allowed_iff
#print axioms TrimerCorrelations.singlet_saturates
```

```
'TrimerCorrelations.allowed_iff' depends on axioms: [propext, Classical.choice, Quot.sound]
'TrimerCorrelations.singlet_saturates' depends on axioms: [propext, Classical.choice, Quot.sound]
```
